# A tenfold smaller innermost radius takes asymptotically √10 times as many points on the Chebyshev grid r = R(1+x)/(1−x)

## Why not ten times the points?

My radial grid for an atom has $n$ points $r_i = R(1+x_i)/(1-x_i)$ with $x_i=\cos\big(i\pi/(n+1)\big)$, $i=1,\dots,n$, and a fixed length $R>0$. The nodes are evenly spaced in angle, so I expected that an innermost point ten times closer to the nucleus would cost ten times as many points. Yet 15 points already reach $0.01R$, and 49 reach $0.001R$. What sets this rate, and what happens at the outer end meanwhile?

## The innermost radius falls as 1/n²

Write $r_i^{(n)}$ for the $i$-th radius of the $n$-point grid. Since $x_i$ decreases with $i$, the point $i=1$ is outermost and $i=n$ innermost. Let $\rho_n=r_n^{(n)}$, and for $\varepsilon>0$ let $N(\varepsilon)$ be the least $n\ge1$ with $\rho_n\le\varepsilon$.

**Radii.** With the half angle $\theta_i=i\pi/(2(n+1))$ we have $x_i=\cos2\theta_i$, so
$$1+x_i=2\cos^2\theta_i,\qquad 1-x_i=2\sin^2\theta_i,\qquad r_i^{(n)}=R\,\frac{\cos^2\theta_i}{\sin^2\theta_i}.$$
For $1\le i\le n$, $\theta_i$ lies strictly between $0$ and $\pi/2$, so neither factor vanishes.

**Reflection.** Because $x_{n+1-i}=\cos\big(\pi-i\pi/(n+1)\big)=-x_i$, the radius $r_{n+1-i}^{(n)}$ is $R(1-x_i)/(1+x_i)$, and
$$r_i^{(n)}\,r_{n+1-i}^{(n)}=R^2.$$
Whatever the grid gains near the nucleus it gains reciprocally far out.

**Both ends.** Fix $k\ge1$. As $n\to\infty$, $\theta_k\to0$, so $\cos\theta_k\to1$ and
$$n\sin\theta_k=\frac{k\pi}{2}\cdot\frac{n}{n+1}\cdot\frac{\sin\theta_k}{\theta_k}\to\frac{k\pi}{2}.$$
Therefore
$$\frac{r_k^{(n)}}{n^2}=\frac{R\cos^2\theta_k}{(n\sin\theta_k)^2}\to\frac{4R}{k^2\pi^2},\qquad n^2r_{n+1-k}^{(n)}=\frac{R\,(n\sin\theta_k)^2}{\cos^2\theta_k}\to\frac{k^2\pi^2R}{4}.$$
For $k=1$ the second limit reads $n^2\rho_n\to\pi^2R/4$. Even spacing in angle becomes quadratic crowding in $r$.

**Counting points.** Since $\rho_n\to0$, $N(\varepsilon)$ exists. Every $\rho_m$ is positive, so once $\varepsilon$ is below all $\rho_m$ with $1\le m<M$, we have $N(\varepsilon)\ge M$; thus $N\to\infty$ as $\varepsilon\to0^+$. For $N\ge2$, minimality gives $\rho_N\le\varepsilon<\rho_{N-1}$, hence
$$N^2\rho_N\le\varepsilon N^2\le\Big(\frac{N}{N-1}\Big)^2(N-1)^2\rho_{N-1}.$$
Both bounds tend to $\pi^2R/4$, and so does $\varepsilon N(\varepsilon)^2$. For $c>0$,
$$\Big(\frac{N(\varepsilon/c)}{N(\varepsilon)}\Big)^2=c\,\frac{(\varepsilon/c)\,N(\varepsilon/c)^2}{\varepsilon\,N(\varepsilon)^2}\to c,$$
and the root gives $\sqrt c$; your case is $c=10$.

**Your numbers.** Take $R=1$, so that $\rho_n=\tan^2\big(\pi/(2(n+1))\big)$. Then $\rho_{14}\approx0.01105$ and $\rho_{15}\approx0.00970$, so $N(0.01)=15$. Likewise $\rho_{48}\approx0.001028$ and $\rho_{49}\approx0.000988$, so $N(0.001)=49$. The ratio is $49/15\approx3.27$, near $\sqrt{10}\approx3.16$.

**The sign of $R$.** If $R\le0$, no radius is positive, so $N(\varepsilon)=1$ for every $\varepsilon>0$ and the ratio is always $1$. The $\sqrt c$ law then fails for every $c\ne1$.

### What the Lean statements say

`node n i`, `halfAngle n i` and `radius R n i` are $x_i$, $\theta_i$ and $r_i^{(n)}$ as real numbers; `pointsNeeded R ε` is $N(\varepsilon)$, written as the infimum of a set of natural numbers.

- `radius_mul_reflect` is the reciprocal relation, for $1\le i\le n$ and any real $R$.
- `grid_reach` gives the two limits for each fixed $k\ge1$, and `endpoint_reach` is the case $k=1$. Here `atTop` means $n\to\infty$.
- `pointsNeeded_spec` says that $N(\varepsilon)$ points suffice and that no smaller non-empty grid does.
- `pointsNeeded_law` and `pointsNeeded_ratio` are the limits of $\varepsilon N(\varepsilon)^2$ and $N(\varepsilon/c)/N(\varepsilon)$ for $R>0$, the latter also with $c>0$. The filter `𝓝[>] 0` means $\varepsilon\to0^+$.

The constant $R$ stands for the atom's length scale and stays fixed as points are added; a grid whose $R$ is retuned with $n$ can obey a different law. For radial integration in electronic structure codes, the result tells how fast this one family of grids reaches towards the nucleus, but it concerns node positions only, with no quadrature weights and no integration error. The $\sqrt c$ is a limit, with no error bound at finite $\varepsilon$.

```lean
import Mathlib

open Filter Topology
open scoped Real

namespace RadialGridReach

noncomputable section

/-- The `i`-th Chebyshev node `cos (i π / (n + 1))` of an `n`-point grid. -/
def node (n i : ℕ) : ℝ := Real.cos ((i : ℝ) * π / ((n : ℝ) + 1))

/-- Half of the angle that belongs to the `i`-th node. -/
def halfAngle (n i : ℕ) : ℝ := (i : ℝ) * π / (2 * ((n : ℝ) + 1))

/-- The `i`-th radius `R (1 + x) / (1 - x)` of the `n`-point grid with scale `R`,
where `x` is the `i`-th node; meant for `1 ≤ i ≤ n`. -/
def radius (R : ℝ) (n i : ℕ) : ℝ := R * (1 + node n i) / (1 - node n i)

/-- The least number `n ≥ 1` of grid points for which the innermost radius is at most `ε`;
meant for `ε > 0`. -/
def pointsNeeded (R ε : ℝ) : ℕ := sInf {n : ℕ | 1 ≤ n ∧ radius R n n ≤ ε}

/-- The distances of a node from `-1` and from `1` are twice the squared cosine and
twice the squared sine of the half angle. -/
theorem node_half_angle (n i : ℕ) :
    1 + node n i = 2 * Real.cos (halfAngle n i) ^ 2 ∧
      1 - node n i = 2 * Real.sin (halfAngle n i) ^ 2 := by
  have h : node n i = Real.cos (2 * halfAngle n i) := by
    unfold node halfAngle
    congr 1
    field_simp
  rw [h, Real.cos_two_mul]
  constructor
  · ring
  · linarith [Real.sin_sq_add_cos_sq (halfAngle n i)]

/-- For `1 ≤ i ≤ n` the half angle has positive sine and positive cosine. -/
theorem half_angle_pos {n i : ℕ} (hi : 1 ≤ i) (hin : i ≤ n) :
    0 < Real.sin (halfAngle n i) ∧ 0 < Real.cos (halfAngle n i) := by
  have hi' : (0 : ℝ) < i := by exact_mod_cast hi
  have hin' : (i : ℝ) ≤ n := by exact_mod_cast hin
  have h0 : 0 < halfAngle n i := by unfold halfAngle; positivity
  have h1 : halfAngle n i < π / 2 := by
    unfold halfAngle
    rw [div_lt_div_iff₀ (by positivity) (by positivity)]
    nlinarith [mul_pos Real.pi_pos (show (0 : ℝ) < n + 1 - i by linarith)]
  exact ⟨Real.sin_pos_of_pos_of_lt_pi h0 (by linarith [Real.pi_pos]),
    Real.cos_pos_of_mem_Ioo ⟨by linarith [Real.pi_pos], h1⟩⟩

/-- Counting the grid points from the other end changes the sign of the node in the
formula for the radius. -/
theorem radius_reflect (R : ℝ) {n i : ℕ} (hin : i ≤ n) :
    radius R n (n + 1 - i) = R * (1 - node n i) / (1 + node n i) := by
  have h : node n (n + 1 - i) = -node n i := by
    unfold node
    rw [← Real.cos_pi_sub, Nat.cast_sub (by omega : i ≤ n + 1)]
    congr 1
    push_cast
    have hn : (n : ℝ) + 1 ≠ 0 := by positivity
    rw [sub_mul, sub_div, mul_div_cancel_left₀ _ hn]
  rw [radius, h, sub_neg_eq_add, ← sub_eq_add_neg]

/-- For `1 ≤ i ≤ n`, the `i`-th radius from outside times the `i`-th radius from inside
is the square of the scale `R`. -/
theorem radius_mul_reflect (R : ℝ) {n i : ℕ} (hi : 1 ≤ i) (hin : i ≤ n) :
    radius R n i * radius R n (n + 1 - i) = R ^ 2 := by
  obtain ⟨hs, hc⟩ := half_angle_pos hi hin
  rw [radius_reflect R hin, radius, (node_half_angle n i).1, (node_half_angle n i).2]
  field_simp

/-- For fixed `k ≥ 1` and growing `n`, the sine of the `k`-th half angle times `n` tends to
`k π / 2`, and the cosine tends to `1`. -/
theorem tendsto_half_angle {k : ℕ} (hk : 1 ≤ k) :
    Tendsto (fun n : ℕ => (n : ℝ) * Real.sin (halfAngle n k)) atTop (𝓝 ((k : ℝ) * π / 2)) ∧
      Tendsto (fun n : ℕ => Real.cos (halfAngle n k)) atTop (𝓝 1) := by
  have hk' : (0 : ℝ) < k := by exact_mod_cast hk
  have ht : Tendsto (fun n : ℕ => halfAngle n k) atTop (𝓝 0) := by
    have h := (tendsto_one_div_add_atTop_nhds_zero_nat (𝕜 := ℝ)).const_mul ((k : ℝ) * π / 2)
    rw [mul_zero] at h
    refine h.congr fun n => ?_
    unfold halfAngle
    field_simp
  constructor
  · -- write sin t = t * sinc t and use continuity of sinc at zero
    have h := ((tendsto_natCast_div_add_atTop (1 : ℝ)).const_mul ((k : ℝ) * π / 2)).mul
      ((Real.continuous_sinc.tendsto 0).comp ht)
    rw [Real.sinc_zero, mul_one, mul_one] at h
    refine h.congr fun n => ?_
    have hne : halfAngle n k ≠ 0 := by unfold halfAngle; positivity
    rw [Function.comp_apply, Real.sinc_of_ne_zero hne]
    generalize Real.sin (halfAngle n k) = s
    unfold halfAngle
    field_simp
  · have h := (Real.continuous_cos.tendsto 0).comp ht
    rw [Real.cos_zero] at h
    exact h

/-- For fixed `k ≥ 1`, the `k`-th radius from outside grows as `4 R n² / (k² π²)` and the
`k`-th radius from inside shrinks as `k² π² R / (4 n²)`, in the sense of these limits. -/
theorem grid_reach (R : ℝ) {k : ℕ} (hk : 1 ≤ k) :
    Tendsto (fun n : ℕ => radius R n k / (n : ℝ) ^ 2) atTop
        (𝓝 (4 * R / ((k : ℝ) ^ 2 * π ^ 2))) ∧
      Tendsto (fun n : ℕ => (n : ℝ) ^ 2 * radius R n (n + 1 - k)) atTop
        (𝓝 ((k : ℝ) ^ 2 * π ^ 2 * R / 4)) := by
  have hk' : (0 : ℝ) < k := by exact_mod_cast hk
  obtain ⟨hS, hC⟩ := tendsto_half_angle hk
  constructor
  · have h := ((hC.pow 2).const_mul R).div (hS.pow 2) (by positivity)
    have e : R * 1 ^ 2 / ((k : ℝ) * π / 2) ^ 2 = 4 * R / ((k : ℝ) ^ 2 * π ^ 2) := by
      rw [div_eq_div_iff (by positivity) (by positivity)]
      ring
    rw [e] at h
    refine h.congr' ?_
    filter_upwards [eventually_ge_atTop k] with n hn
    obtain ⟨hs, hc⟩ := half_angle_pos hk hn
    have hn' : (0 : ℝ) < n := by exact_mod_cast (by omega : 0 < n)
    change R * Real.cos (halfAngle n k) ^ 2 / ((n : ℝ) * Real.sin (halfAngle n k)) ^ 2 = _
    rw [radius, (node_half_angle n k).1, (node_half_angle n k).2]
    field_simp
  · have h := ((hS.pow 2).const_mul R).div (hC.pow 2) (by norm_num)
    have e : R * ((k : ℝ) * π / 2) ^ 2 / 1 ^ 2 = (k : ℝ) ^ 2 * π ^ 2 * R / 4 := by ring
    rw [e] at h
    refine h.congr' ?_
    filter_upwards [eventually_ge_atTop k] with n hn
    obtain ⟨hs, hc⟩ := half_angle_pos hk hn
    change R * ((n : ℝ) * Real.sin (halfAngle n k)) ^ 2 / Real.cos (halfAngle n k) ^ 2 = _
    rw [radius_reflect R hn, (node_half_angle n k).1, (node_half_angle n k).2]
    field_simp

/-- The outermost radius divided by `n²` tends to `4 R / π²`, and the innermost radius
times `n²` tends to `π² R / 4`. -/
theorem endpoint_reach (R : ℝ) :
    Tendsto (fun n : ℕ => radius R n 1 / (n : ℝ) ^ 2) atTop (𝓝 (4 * R / π ^ 2)) ∧
      Tendsto (fun n : ℕ => (n : ℝ) ^ 2 * radius R n n) atTop (𝓝 (π ^ 2 * R / 4)) := by
  have h := grid_reach R (le_refl 1)
  exact ⟨by simpa using h.1, by simpa using h.2⟩

/-- For every `ε > 0` the grid with `pointsNeeded R ε` points has innermost radius at most
`ε`, and every smaller non-empty grid has innermost radius above `ε`. -/
theorem pointsNeeded_spec (R : ℝ) {ε : ℝ} (hε : 0 < ε) :
    (1 ≤ pointsNeeded R ε ∧ radius R (pointsNeeded R ε) (pointsNeeded R ε) ≤ ε) ∧
      ∀ m, 1 ≤ m → m < pointsNeeded R ε → ε < radius R m m := by
  constructor
  · -- the innermost radius tends to zero, so some grid reaches ε
    have hsq : Tendsto (fun n : ℕ => (n : ℝ) ^ 2) atTop atTop :=
      (tendsto_pow_atTop two_ne_zero).comp tendsto_natCast_atTop_atTop
    have h := (endpoint_reach R).2.div_atTop hsq
    obtain ⟨n, hn, h1⟩ := ((h.eventually_lt_const hε).and (eventually_ge_atTop 1)).exists
    have hn0 : (n : ℝ) ^ 2 ≠ 0 := by
      have : (0 : ℝ) < n := by exact_mod_cast h1
      positivity
    rw [mul_div_cancel_left₀ _ hn0] at hn
    have hne : {n : ℕ | 1 ≤ n ∧ radius R n n ≤ ε}.Nonempty := ⟨n, h1, hn.le⟩
    exact Nat.sInf_mem hne
  · intro m hm hlt
    by_contra h
    have hle : pointsNeeded R ε ≤ m := Nat.sInf_le ⟨hm, not_lt.mp h⟩
    omega

/-- For `R > 0`, the square of the number of points needed to reach the radius `ε`, times
`ε`, tends to `π² R / 4` as `ε` tends to zero from above. -/
theorem pointsNeeded_law {R : ℝ} (hR : 0 < R) :
    Tendsto (fun ε : ℝ => ε * (pointsNeeded R ε : ℝ) ^ 2) (𝓝[>] 0) (𝓝 (π ^ 2 * R / 4)) := by
  -- the number of points grows without bound, since every innermost radius is positive
  have hN : Tendsto (pointsNeeded R) (𝓝[>] 0) atTop := by
    refine tendsto_atTop.2 fun M => ?_
    have hall : ∀ᶠ ε : ℝ in 𝓝[>] 0, ∀ m ∈ Finset.range M, 1 ≤ m → ε < radius R m m := by
      rw [Filter.eventually_all_finset]
      intro m _
      by_cases hm : 1 ≤ m
      · obtain ⟨hs, hc⟩ := half_angle_pos hm le_rfl
        have hpos : 0 < radius R m m := by
          rw [radius, (node_half_angle m m).1, (node_half_angle m m).2]
          positivity
        filter_upwards [nhdsWithin_le_nhds (Iio_mem_nhds hpos)] with ε h _ using h
      · exact Eventually.of_forall fun ε h => absurd h hm
    filter_upwards [hall, self_mem_nhdsWithin] with ε h hε
    obtain ⟨⟨h1, h2⟩, _⟩ := pointsNeeded_spec R (Set.mem_Ioi.mp hε)
    by_contra hlt
    exact absurd (h _ (Finset.mem_range.2 (not_le.mp hlt)) h1) (not_lt_of_ge h2)
  have hlow := (endpoint_reach R).2
  -- a grid with one point fewer obeys the same law
  have hup : Tendsto (fun m : ℕ => (m : ℝ) ^ 2 * radius R (m - 1) (m - 1)) atTop
      (𝓝 (π ^ 2 * R / 4)) := by
    rw [← tendsto_add_atTop_iff_nat 1]
    have h := hlow.div ((tendsto_natCast_div_add_atTop (1 : ℝ)).pow 2) (by norm_num)
    rw [one_pow, div_one] at h
    refine h.congr' ?_
    filter_upwards [eventually_ge_atTop 1] with n hn
    have hn' : (0 : ℝ) < n := by exact_mod_cast hn
    change (n : ℝ) ^ 2 * radius R n n / ((n : ℝ) / ((n : ℝ) + 1)) ^ 2 = _
    rw [Nat.add_sub_cancel, Nat.cast_add, Nat.cast_one]
    field_simp
  refine tendsto_of_tendsto_of_tendsto_of_le_of_le' (hlow.comp hN) (hup.comp hN) ?_ ?_
  · filter_upwards [self_mem_nhdsWithin] with ε hε
    have h := (pointsNeeded_spec R (Set.mem_Ioi.mp hε)).1.2
    rw [Function.comp_apply, mul_comm]
    exact mul_le_mul_of_nonneg_right h (sq_nonneg _)
  · filter_upwards [self_mem_nhdsWithin, hN.eventually_ge_atTop 2] with ε hε h2
    have h := (pointsNeeded_spec R (Set.mem_Ioi.mp hε)).2 (pointsNeeded R ε - 1)
      (by omega) (by omega)
    rw [Function.comp_apply, mul_comm]
    exact mul_le_mul_of_nonneg_left h.le (sq_nonneg _)

/-- For `R > 0` and `c > 0`, the number of points needed to reach the radius `ε / c`, divided by the
number needed to reach `ε`, tends to `√c` as `ε` tends to zero from above. -/
theorem pointsNeeded_ratio {R c : ℝ} (hR : 0 < R) (hc : 0 < c) :
    Tendsto (fun ε : ℝ => (pointsNeeded R (ε / c) : ℝ) / (pointsNeeded R ε : ℝ))
      (𝓝[>] 0) (𝓝 (√c)) := by
  have hdiv : Tendsto (fun ε : ℝ => ε / c) (𝓝[>] 0) (𝓝[>] 0) := by
    refine tendsto_nhdsWithin_iff.2 ⟨?_, ?_⟩
    · have h : Continuous fun ε : ℝ => ε / c := by fun_prop
      have h0 := h.tendsto 0
      rw [zero_div] at h0
      exact h0.mono_left nhdsWithin_le_nhds
    · filter_upwards [self_mem_nhdsWithin] with ε hε
      exact div_pos (Set.mem_Ioi.mp hε) hc
  have hL : π ^ 2 * R / 4 ≠ 0 := by positivity
  -- compare the law at ε / c with the law at ε, then take the square root
  have h := ((((pointsNeeded_law hR).comp hdiv).div (pointsNeeded_law hR) hL).const_mul c).sqrt
  rw [div_self hL, mul_one] at h
  refine h.congr' ?_
  filter_upwards [self_mem_nhdsWithin] with ε hε
  have hε' : 0 < ε := Set.mem_Ioi.mp hε
  have hb : (0 : ℝ) < pointsNeeded R ε := by
    exact_mod_cast (pointsNeeded_spec R hε').1.1
  change √(c * (ε / c * (pointsNeeded R (ε / c) : ℝ) ^ 2 /
    (ε * (pointsNeeded R ε : ℝ) ^ 2))) = _
  have e : c * (ε / c * (pointsNeeded R (ε / c) : ℝ) ^ 2 / (ε * (pointsNeeded R ε : ℝ) ^ 2)) =
      ((pointsNeeded R (ε / c) : ℝ) / (pointsNeeded R ε : ℝ)) ^ 2 := by
    generalize (pointsNeeded R (ε / c) : ℝ) = a
    field_simp
  rw [e, Real.sqrt_sq (by positivity)]

end

end RadialGridReach
```

```lean
#print axioms RadialGridReach.radius_mul_reflect
#print axioms RadialGridReach.pointsNeeded_spec
#print axioms RadialGridReach.pointsNeeded_ratio
```

```
'RadialGridReach.radius_mul_reflect' depends on axioms: [propext, Classical.choice, Quot.sound]
'RadialGridReach.pointsNeeded_spec' depends on axioms: [propext, Classical.choice, Quot.sound]
'RadialGridReach.pointsNeeded_ratio' depends on axioms: [propext, Classical.choice, Quot.sound]
```

### From half angles to the point count in Lean

`node_half_angle` proves the two squared forms from the double-angle formula, and `half_angle_pos` supplies the positivity that permits the divisions. `radius_reflect` carries out the sign change $x\mapsto-x$; after that, `field_simp` cancels the factors in `radius_mul_reflect`.

`tendsto_half_angle` writes $\sin\theta=\theta\,\mathrm{sinc}\,\theta$ and uses continuity of `Real.sinc` at zero, which is the step $\sin\theta_k/\theta_k\to1$. `grid_reach` combines the sine and cosine limits by the quotient rule, then identifies the result with the radii for all $n\ge k$, which is enough for a limit.

In `pointsNeeded_spec`, the limit $\rho_n\to0$ shows that the set is non-empty, so `Nat.sInf_mem` places its infimum inside it; `Nat.sInf_le` gives minimality. In `pointsNeeded_law`, `hN` is $N\to\infty$, `hlow` is the limit of the lower bound, and `hup` that of the upper bound, obtained by shifting the index by one. The squeeze is `tendsto_of_tendsto_of_tendsto_of_le_of_le'`. Finally, `pointsNeeded_ratio` divides the law at $\varepsilon/c$ by the law at $\varepsilon$, multiplies by $c$ and takes the square root; `Real.sqrt_sq` applies because the ratio is non-negative.
